# After one Newton sign step, further steps leave the first-order error around a matrix with S² = 1 unchanged

I get my density matrix from the matrix sign function of $H-\mu$, iterating $X \mapsto (X+X^{-1})/2$ until it settles. As an experiment I added a small random matrix to the converged result and kept iterating. I expected the iteration to repair the damage, but it settled on a slightly different matrix. If it doesn't remove such an error, what stops the error from growing when I run ten more steps?

## The error is filtered once and then stays put

At first order, further steps do not change it. Let $S$ be a real square matrix with $S^2=1$, and let $E$ be any real matrix of the same size. Start the iteration from $S+tE$. After any positive number of steps, every entry of the result has at $t=0$ the derivative given by the same entry of

$$L(E)=\tfrac12\,(E-SES).$$

The number of steps does not appear. The first step replaces $E$ by $L(E)$, and later steps keep $L(E)$ because $L(L(E))=L(E)$. If $S$ is also symmetric, the first step does not enlarge this first-order error in the Frobenius norm either: $L(E)$ is no larger than $E$.

Here $S$ is your converged sign matrix, not the overlap matrix that often carries this letter. In an orthonormal basis, with $\mu$ in a gap of the one-particle Hamiltonian $H$, it has eigenvalue $-1$ on occupied and $+1$ on empty orbitals. The density matrix is $P=(1-S)/2$, and $S^2=1$ is the same condition as $P^2=P$: every orbital is either full or empty.

## One step, then another

Write $N(X)=(X+X^{-1})/2$. From $S^2=1$ we have $S^{-1}=S$, so $N(S)=S$.

Now let $X(t)$ be any matrix curve with $X(0)=S$ and $X'(0)=E$. The determinant of $S$ is nonzero, so $X(t)$ is invertible for small $t$. Expanding the product gives

$$X^{-1}(X-S)S=S-X^{-1}S^2=S-X^{-1}.$$

Hence, for small $t\neq0$,

$$\frac{N(X)-S}{t}=\frac12\left[\frac{X-S}{t}-X^{-1}\,\frac{X-S}{t}\,S\right].$$

As $t\to0$, the quotient $(X-S)/t$ tends to $E$ and $X^{-1}$ tends to $S$. The right-hand side tends to $(E-SES)/2=L(E)$.

For a second application of $L$, use $S(SES)S=S^2ES^2=E$:

$$S\,L(E)\,S=\tfrac12(SES-E)=-L(E),$$

$$L(L(E))=\tfrac12\big(L(E)+L(E)\big)=L(E).$$

The line $S+tE$ has velocity $E$ at $t=0$, so after one step the velocity is $L(E)$. If it is $L(E)$ after some number of steps, the next step makes it $L(L(E))=L(E)$. By induction it is $L(E)$ after every positive number of steps.

## Which part of your random matrix survived

The error disappears at first order when $L(E)=0$, that is, when $SES=E$. Multiplying on the left by $S$ turns this into $ES=SE$, and the converse follows in the same way. The error is kept whole when $SES=-E$, which is equivalent to $SE+ES=0$.

For symmetric $S$, the commuting errors are those within the occupied space and within the empty space. The anticommuting ones mix occupied with empty orbitals. The iteration has no reason to undo such mixing, since

$$(S+tE)^2=1+t(SE+ES)+t^2E^2,$$

and the term linear in $t$ vanishes. The perturbed matrix therefore still squares to one at first order. If $E$ is symmetric too, it is an equally good sign matrix to that order, belonging to slightly rotated orbitals. If $E$ is not symmetric, the occupied and empty spaces are no longer orthogonal to each other, and $(1-S-tE)/2$ is not a physical density matrix. The iteration corrects neither change: both leave the square equal to one at first order, and no step consults the Hamiltonian again.

For the norm bound, let $S$ be symmetric, put $F=SES$ and write $\|E\|_F^2=\operatorname{tr}(E^{\mathsf T}E)$. Cyclicity of the trace and $S^2=1$ give $\|F\|_F=\|E\|_F$. The parallelogram law then gives

$$\|L(E)\|_F^2=\tfrac14\|E-F\|_F^2\le\tfrac14\left(2\|E\|_F^2+2\|F\|_F^2\right)=\|E\|_F^2.$$

The condition $S^2=1$ alone does not give this bound. For $S=\begin{pmatrix}1&a\\0&-1\end{pmatrix}$ and $E=\operatorname{diag}(1,0)$, the only nonzero entry of $L(E)$ is $-a/2$, which exceeds the original error in size once $|a|>2$. Even then, the enlargement happens in the first step and is not repeated.

A two-site example shows an error that is reduced but not removed. Let $S$ swap the two basis states and let $E=\operatorname{diag}(1,0)$. Then $SES=\operatorname{diag}(0,1)$ and $L(E)=\operatorname{diag}(\tfrac12,-\tfrac12)$. The squared Frobenius norm falls from $1$ to $\tfrac12$ and stays there at first order.

## The same statements in Lean

```lean
import Mathlib

open Matrix Filter Topology

namespace NewtonSignStability

noncomputable section

variable {n : Type*} [Fintype n] [DecidableEq n]

/-- One Newton step `(X + X⁻¹) / 2` for the matrix sign function, meant for invertible `X`. -/
def newtonStep (X : Matrix n n ℝ) : Matrix n n ℝ := (1 / 2 : ℝ) • (X + X⁻¹)

/-- The linear map `L(E) = (E - S E S) / 2` on error matrices `E`. -/
def errorMap (S E : Matrix n n ℝ) : Matrix n n ℝ := (1 / 2 : ℝ) • (E - S * E * S)

/-- A matrix with `S² = 1` is a fixed point of the Newton step. -/
theorem newtonStep_fixed {S : Matrix n n ℝ} (hS : S * S = 1) : newtonStep S = S := by
  unfold newtonStep
  rw [Matrix.inv_eq_right_inv hS]
  module

/-- If `S² = 1`, then applying the error map twice is the same as applying it once. -/
theorem errorMap_idempotent {S : Matrix n n ℝ} (hS : S * S = 1) (E : Matrix n n ℝ) :
    errorMap S (errorMap S E) = errorMap S E := by
  have h : S * (S * E * S) * S = E := by
    calc S * (S * E * S) * S = (S * S) * E * (S * S) := by simp only [mul_assoc]
      _ = E := by rw [hS, one_mul, mul_one]
  have h2 : S * ((1 / 2 : ℝ) • (E - S * E * S)) * S = (1 / 2 : ℝ) • (S * E * S - E) := by
    rw [Matrix.mul_smul, Matrix.smul_mul, Matrix.mul_sub, Matrix.sub_mul, h]
  unfold errorMap
  rw [h2]
  module

/-- If `S² = 1`, the error map removes exactly the errors that commute with `S`. -/
theorem errorMap_eq_zero_iff {S : Matrix n n ℝ} (hS : S * S = 1) (E : Matrix n n ℝ) :
    errorMap S E = 0 ↔ S * E = E * S := by
  unfold errorMap
  constructor
  · intro h
    have hE : S * E * S = E := by
      linear_combination (norm := module) (-2 : ℝ) • h
    calc S * E = S * (S * E * S) := by rw [hE]
      _ = (S * S) * (E * S) := by simp only [mul_assoc]
      _ = E * S := by rw [hS, one_mul]
  · intro hc
    rw [hc, mul_assoc, hS, mul_one, sub_self, smul_zero]

/-- If `S² = 1`, the error map leaves unchanged exactly the errors that anticommute with `S`. -/
theorem errorMap_eq_self_iff {S : Matrix n n ℝ} (hS : S * S = 1) (E : Matrix n n ℝ) :
    errorMap S E = E ↔ S * E + E * S = 0 := by
  unfold errorMap
  constructor
  · intro h
    have hE : S * E * S = -E := by
      linear_combination (norm := module) (-2 : ℝ) • h
    calc S * E + E * S = S * E + (S * S) * (E * S) := by rw [hS, one_mul]
      _ = S * E + S * (S * E * S) := by simp only [mul_assoc]
      _ = 0 := by rw [hE, mul_neg, add_neg_cancel]
  · intro hc
    rw [eq_neg_of_add_eq_zero_left hc, neg_mul, mul_assoc, hS, mul_one]
    module

/-- Let a matrix curve pass at `t = 0` through `S` with `S² = 1` and entrywise velocity `E`.
Then its image under one Newton step has entrywise velocity `L(E)` there. -/
theorem newtonStep_hasDerivAt {S E : Matrix n n ℝ} (hS : S * S = 1)
    {X : ℝ → Matrix n n ℝ} (h0 : X 0 = S)
    (hX : ∀ i j, HasDerivAt (fun t => X t i j) (E i j) 0) (i j : n) :
    HasDerivAt (fun t => newtonStep (X t) i j) (errorMap S E i j) 0 := by
  have hSinv : S⁻¹ = S := Matrix.inv_eq_right_inv hS
  have hSdet : S.det ≠ 0 := by
    intro h
    have h1 := congrArg Matrix.det hS
    simp [Matrix.det_mul, h] at h1
  have hlim : Tendsto X (𝓝 0) (𝓝 S) := by
    refine tendsto_pi_nhds.2 fun a => tendsto_pi_nhds.2 fun b => ?_
    rw [← h0]
    exact (hX a b).continuousAt.tendsto
  -- matrices near `S` are invertible, and the inverse is continuous there
  have hd : Tendsto (fun t => (X t).det) (𝓝 0) (𝓝 S.det) :=
    ((Continuous.matrix_det continuous_id).tendsto S).comp hlim
  have hadj : Tendsto (fun t => (X t).adjugate) (𝓝 0) (𝓝 S.adjugate) :=
    ((Continuous.matrix_adjugate continuous_id).tendsto S).comp hlim
  have e : ∀ M : Matrix n n ℝ, M⁻¹ = M.det⁻¹ • M.adjugate := fun M => by
    rw [Matrix.inv_def, Ring.inverse_eq_inv']
  have hinv : Tendsto (fun t => (X t)⁻¹) (𝓝 0) (𝓝 S⁻¹) := by
    simp only [e]
    exact (hd.inv₀ hSdet).smul hadj
  rw [hSinv] at hinv
  -- the difference quotient of the curve tends to `E`
  have hD : Tendsto (fun t : ℝ => t⁻¹ • (X t - S)) (𝓝[≠] 0) (𝓝 E) := by
    refine tendsto_pi_nhds.2 fun a => tendsto_pi_nhds.2 fun b => ?_
    have h1 := hasDerivAt_iff_tendsto_slope_zero.1 (hX a b)
    simpa [h0] using h1
  have hL : Tendsto (fun t : ℝ => (1 / 2 : ℝ) •
      (t⁻¹ • (X t - S) - (X t)⁻¹ * (t⁻¹ • (X t - S)) * S)) (𝓝[≠] 0) (𝓝 (errorMap S E)) :=
    (hD.sub (((hinv.mono_left nhdsWithin_le_nhds).mul hD).mul_const S)).const_smul (1 / 2 : ℝ)
  rw [hasDerivAt_iff_tendsto_slope_zero]
  refine (((continuous_id.matrix_elem i j).tendsto (errorMap S E)).comp hL).congr' ?_
  filter_upwards [(hd.eventually_ne hSdet).filter_mono nhdsWithin_le_nhds] with t ht
  -- the identity `X⁻¹ (X - S) S = S - X⁻¹` gives the difference quotient of the step
  have hr : (X t)⁻¹ * (X t - S) * S = S - (X t)⁻¹ := by
    rw [mul_sub, Matrix.nonsing_inv_mul _ (isUnit_iff_ne_zero.2 ht), sub_mul, one_mul,
      mul_assoc, hS, mul_one]
  have hm : (1 / 2 : ℝ) • (t⁻¹ • (X t - S) - (X t)⁻¹ * (t⁻¹ • (X t - S)) * S)
      = t⁻¹ • (newtonStep (X t) - newtonStep S) := by
    rw [Matrix.mul_smul, Matrix.smul_mul, hr]
    unfold newtonStep
    rw [hSinv]
    module
  simp only [zero_add, h0]
  exact congrFun (congrFun hm i) j

/-- If `S² = 1`, then after any positive number of Newton steps started from `S + tE` the entrywise
derivative at `t = 0` is `L(E) = (E - S E S) / 2`. -/
theorem newton_iterate_hasDerivAt {S : Matrix n n ℝ} (hS : S * S = 1) (E : Matrix n n ℝ)
    (k : ℕ) : ∀ i j, HasDerivAt (fun t : ℝ => (newtonStep^[k + 1] (S + t • E)) i j)
      (errorMap S E i j) 0 := by
  induction k with
  | zero =>
    intro i j
    have hlin : ∀ a b, HasDerivAt (fun t : ℝ => (S + t • E) a b) (E a b) 0 := fun a b =>
      (((hasDerivAt_id' (0 : ℝ)).mul_const (E a b)).const_add (S a b)).congr_deriv (one_mul _)
    exact newtonStep_hasDerivAt hS (X := fun t : ℝ => S + t • E) (by simp) hlin i j
  | succ k ih =>
    intro i j
    have h := newtonStep_hasDerivAt hS (X := fun t : ℝ => newtonStep^[k + 1] (S + t • E))
      (by
        simp only [zero_smul, add_zero]
        exact Function.iterate_fixed (newtonStep_fixed hS) (k + 1)) ih i j
    -- a further step applies `L` once more, which changes nothing
    rw [errorMap_idempotent hS] at h
    simpa only [Function.iterate_succ_apply'] using h

/-- For symmetric `S` with `S² = 1`, the error map does not increase the squared Frobenius norm
`tr(Eᵀ E)`. -/
theorem errorMap_frobenius_le {S : Matrix n n ℝ} (hS : S * S = 1) (hT : Sᵀ = S)
    (E : Matrix n n ℝ) :
    trace ((errorMap S E)ᵀ * errorMap S E) ≤ trace (Eᵀ * E) := by
  -- conjugation by `S` preserves the Frobenius norm
  have hF : trace ((S * E * S)ᵀ * (S * E * S)) = trace (Eᵀ * E) := by
    calc trace ((S * E * S)ᵀ * (S * E * S)) = trace (S * (Eᵀ * (S * S) * E * S)) := by
          rw [Matrix.transpose_mul, Matrix.transpose_mul, hT]
          simp only [mul_assoc]
      _ = trace (Eᵀ * (S * S) * E * S * S) := Matrix.trace_mul_comm _ _
      _ = trace (Eᵀ * E) := by rw [hS, mul_one, mul_assoc, hS, mul_one]
  unfold errorMap
  generalize S * E * S = F at hF ⊢
  -- the parallelogram law with `E + F` and `E - F`
  have hpos : 0 ≤ trace ((E + F)ᵀ * (E + F)) := by
    simp only [Matrix.trace, Matrix.diag_apply, Matrix.mul_apply, Matrix.transpose_apply]
    exact Finset.sum_nonneg fun i _ => Finset.sum_nonneg fun j _ => mul_self_nonneg _
  simp only [Matrix.transpose_smul, Matrix.transpose_sub, Matrix.transpose_add,
    Matrix.smul_mul, Matrix.mul_smul, Matrix.sub_mul, Matrix.mul_sub, Matrix.add_mul,
    Matrix.mul_add, Matrix.trace_smul, Matrix.trace_sub, Matrix.trace_add,
    smul_eq_mul] at hpos ⊢
  linarith

/-- The symmetric matrix `S` that swaps two basis states satisfies `S² = 1`, and its error map
sends the error `diag(1, 0)` to `diag(1/2, -1/2)`. -/
theorem errorMap_witness :
    (!![0, 1; 1, 0] : Matrix (Fin 2) (Fin 2) ℝ) * !![0, 1; 1, 0] = 1 ∧
    (!![0, 1; 1, 0] : Matrix (Fin 2) (Fin 2) ℝ)ᵀ = !![0, 1; 1, 0] ∧
    errorMap (!![0, 1; 1, 0] : Matrix (Fin 2) (Fin 2) ℝ) !![1, 0; 0, 0]
      = !![1 / 2, 0; 0, -1 / 2] := by
  refine ⟨?_, ?_, ?_⟩ <;> ext i j <;> fin_cases i <;> fin_cases j <;>
    norm_num [errorMap, Matrix.mul_apply, Fin.sum_univ_succ]

end

end NewtonSignStability
```

```lean
#print axioms NewtonSignStability.errorMap_eq_self_iff
#print axioms NewtonSignStability.newtonStep_hasDerivAt
#print axioms NewtonSignStability.newton_iterate_hasDerivAt
#print axioms NewtonSignStability.errorMap_frobenius_le
```

```
'NewtonSignStability.errorMap_eq_self_iff' depends on axioms: [propext, Classical.choice, Quot.sound]
'NewtonSignStability.newtonStep_hasDerivAt' depends on axioms: [propext, Classical.choice, Quot.sound]
'NewtonSignStability.newton_iterate_hasDerivAt' depends on axioms: [propext, Classical.choice, Quot.sound]
'NewtonSignStability.errorMap_frobenius_le' depends on axioms: [propext, Classical.choice, Quot.sound]
```

## What the formal statements say

A matrix is an element of `Matrix n n ℝ`, with `n` a finite index set of any size. The update is `newtonStep`, with the actual matrix inverse, and $L$ is `errorMap S`. The derivative is proved from the update and is not part of its definition.

The main theorem is `newton_iterate_hasDerivAt`. Its one hypothesis, `hS`, is $S^2=1$; symmetry is not required. The expression `newtonStep^[k + 1]` means $k+1$ successive steps with $k=0,1,2,\dots$, so at least one step is taken. With no step at all the derivative would be $E$. For each pair `i j`, `HasDerivAt` says that this entry, as a function of the real number $t$, is differentiable at $0$ with derivative `errorMap S E i j`.

Lean assigns the value zero to the inverse of a singular matrix. This does not affect the derivative, because the matrices being inverted are invertible for $t$ close enough to zero.

The theorem `errorMap_frobenius_le` adds the hypothesis `hT`, which says that $S$ equals its transpose, and compares squared Frobenius norms written as traces. The theorems `errorMap_eq_zero_iff` and `errorMap_eq_self_iff` are the commuting and anticommuting criteria, and `errorMap_witness` is the two-site example.

Some limits matter in practice:

- The derivative is taken for a fixed number of steps. How small $t$ must be for the linear term to dominate may depend on that number, and nothing is said about the limit of infinitely many steps.
- Complex Hermitian matrices, as they occur at general $k$-points or in a magnetic field, lie outside the real setting used here.
- In this model only the starting matrix is perturbed, while a computer makes a new rounding or truncation error in every step. To first order one expects such errors to be filtered separately and then added, so they can accumulate even though none of them is amplified by repetition.

For sign-based density-matrix calculations with a fixed real one-particle Hamiltonian in an orthonormal basis, the result therefore separates two concerns: to first order, repeating the step does not magnify a small error already present, but neither does it bring back the original occupied space if the error has changed it.

## How the limit and the induction are carried out

`newtonStep_fixed` obtains $S^{-1}=S$ from `hS` and simplifies the average. `errorMap_idempotent` first proves $S(SES)S=E$ by regrouping the product, then uses it to evaluate $S\,L(E)\,S$. The tactic `module` collects the scalar multiples that remain.

The analytic work is in `newtonStep_hasDerivAt`, which treats an arbitrary curve through $S$. This generality is needed because the image of the straight line $S+tE$ after one step is usually curved. The proof has four parts:

1. Taking determinants in $S^2=1$ shows $\det S\neq0$. Differentiability of the entries makes the curve continuous at $0$, which is `hlim`.
2. The inverse is written as the adjugate divided by the determinant. Both are continuous, so `hinv` gives $X(t)^{-1}\to S^{-1}$, which is then rewritten as $S$.
3. `hD` states that $(X(t)-S)/t\to E$, and `hL` combines the limits to obtain $L(E)$.
4. `filter_upwards` restricts attention to values of $t$ near $0$ with nonzero determinant. There `hr` is the identity $X^{-1}(X-S)S=S-X^{-1}$, and `hm` uses it to recognise the expression in `hL` as the difference quotient of the Newton step.

In `newton_iterate_hasDerivAt`, the case `zero` applies this lemma to the line $S+tE$. The case `succ` applies it to the curve produced by the first $k+1$ steps. That curve still passes through $S$ at $t=0$, since $S$ is a fixed point, and its velocity $L(E)$ is the induction hypothesis. The lemma returns $L(L(E))$, and rewriting with `errorMap_idempotent` turns it back into $L(E)$.

The two criteria first extract $SES=E$ or $SES=-E$ from the equation for $L(E)$, then multiply by $S$ as above; the converse directions substitute the commutation or anticommutation rule. In the norm bound, `hF` is $\|SES\|_F=\|E\|_F$, proved by moving a factor $S$ around the trace. The inequality `hpos` is $\|E+F\|_F^2\ge0$, the term discarded in the parallelogram argument. After both traces are expanded, `linarith` combines the two facts. The two-site example is checked entry by entry.
